# The Coulomb kernel \(2\pi/q\) of a thin sheet, and the mixing bound \(2/(1+DL)\) for its Thomas–Fermi response

In a self-consistent calculation for a wide metal sheet, a small error in the density at long wavelength produces a large potential. The electrons answer that potential with a large density change of the opposite sign, and the iteration can overshoot further at every step. This is charge sloshing, and the question is how small the mixing parameter must be to stop it.

The model here treats the sheet as infinitely thin and does not postulate its Coulomb kernel. It starts from the bulk kernel and integrates over the wavenumber normal to the sheet. The sheet's electrons are described by a single constant, the density of states \(D\), and each in-plane wave responds independently of the others.

```lean
import Mathlib

open MeasureTheory Filter Topology
open scoped Real

namespace SheetChargeSloshing

noncomputable section
```

## From the bulk kernel to the sheet

Let \(q\) be the in-plane wavenumber and \(k\) the wavenumber along the normal \(z\). In Gaussian-type units with unit electron charge, the bulk Coulomb kernel is \(4\pi/(q^2+k^2)\). A charge wave confined to the plane \(z=0\) has a delta function as its profile along \(z\), so all its Fourier components in \(k\) are equal. The potential in the plane is then the sum of their contributions, with the Fourier weight \(1/(2\pi)\). The integrand is

\[
\frac{1}{2\pi}\,\frac{4\pi}{q^2+k^2}.
\]

```lean
/-- The bulk Coulomb kernel `4π/(q² + k²)` with the Fourier weight `1/(2π)`, for in-plane
wavenumber `q` and normal wavenumber `k`, not both zero. -/
def sheetIntegrand (q k : ℝ) : ℝ := 1 / (2 * π) * (4 * π / (q ^ 2 + k ^ 2))
```

The sheet kernel, written \(v(q)\) below, is the integral of this expression over all real \(k\):

\[
v(q)=\int_{-\infty}^{\infty}\frac{1}{2\pi}\,\frac{4\pi}{q^2+k^2}\,dk .
\]

In Lean this is `sheetKernel q`. The argument that leads from a delta-function profile to this integral is physics, and it enters through the definition.

```lean
/-- The Coulomb kernel of a thin sheet at in-plane wavenumber `q ≠ 0`: the bulk kernel
integrated over all normal wavenumbers. -/
def sheetKernel (q : ℝ) : ℝ := ∫ k : ℝ, sheetIntegrand q k
```

## Response, mixing and the self-consistent density

The constant \(D\) is the density of states at the Fermi level per unit area, with spin included. Raising the potential energy of the electrons by a small amount \(V\) lowers their density by \(DV\), which is the Thomas–Fermi response. The dielectric eigenvalue at wavenumber \(q\) is

\[
\varepsilon(q)=1+D\,v(q).
\]

```lean
/-- The dielectric eigenvalue at wavenumber `q ≠ 0` of a sheet with density of states `D`. -/
def sheetDielectric (D q : ℝ) : ℝ := 1 + D * sheetKernel q
```

Let \(n\) be the amplitude of the induced density at wavenumber \(q\), measured from the neutral uniform sheet. Let \(x\) be the amplitude of an external charge; the letter does not denote a position. Both are counted in units of the electron's charge, so a positive \(x\) repels electrons. The potential energy is \(v(q)(n+x)\), and the output density is

\[
n_{\text{out}}=-D\,v(q)\,(n+x).
\]

The amplitudes are real numbers. For a complex amplitude, the real and imaginary parts each obey the same equation.

```lean
/-- The density induced in the sheet by the potential of the present density `n` and an
external charge `x`, all being amplitudes at wavenumber `q ≠ 0`. -/
def outputDensity (D q x n : ℝ) : ℝ := -(D * (sheetKernel q * (n + x)))
```

Simple mixing moves the density by a fraction \(\beta\) of the residual:

\[
n\;\mapsto\; n+\beta\,(n_{\text{out}}-n).
\]

Here \(\beta\) is the mixing parameter, not an inverse temperature. The dielectric eigenvalue does not appear in `mixStep`.

```lean
/-- One step of simple mixing: the density moves by `β` times the residual, output minus
input, at wavenumber `q ≠ 0`. -/
def mixStep (D q x β n : ℝ) : ℝ := n + β * (outputDensity D q x n - n)
```

At self-consistency \(n=n_{\text{out}}\), so \((1+Dv(q))\,n=-D\,v(q)\,x\). The solution is the screening density

\[
n^*=-\frac{D\,v(q)\,x}{\varepsilon(q)},\qquad \varepsilon(q)\neq 0 .
\]

```lean
/-- The screening density induced by an external charge `x` at wavenumber `q ≠ 0`, defined
where the dielectric eigenvalue is nonzero. -/
def screeningDensity (D q x : ℝ) : ℝ := -(D * (sheetKernel q * x)) / sheetDielectric D q
```

## Evaluating the kernel

For \(q>0\), cancelling \(2\pi\) and taking out \(q^2\) turns the integrand into a Lorentzian in \(k/q\):

\[
\frac{1}{2\pi}\,\frac{4\pi}{q^2+k^2}=\frac{2}{q^2+k^2}=\frac{2}{q^2}\,\frac{1}{1+(k/q)^2}.
\]

```lean
/-- For `q > 0` the weighted Coulomb kernel is a Lorentzian in `k/q`. -/
theorem sheetIntegrand_eq {q : ℝ} (hq : 0 < q) (k : ℝ) :
    sheetIntegrand q k = 2 / q ^ 2 * (1 + (k / q) ^ 2)⁻¹ := by
  have hq2 : q ^ 2 ≠ 0 := by positivity
  have h : 1 + (k / q) ^ 2 = (q ^ 2 + k ^ 2) / q ^ 2 := by
    rw [div_pow, add_div, div_self hq2]
  unfold sheetIntegrand
  rw [h, inv_div, div_mul_div_comm, div_mul_div_comm,
    div_eq_div_iff (by positivity) (by positivity)]
  ring
```

The auxiliary equation `h` puts \(1+(k/q)^2\) over the common denominator \(q^2\). Cross-multiplication then leaves a polynomial identity for `ring`.

The Lorentzian falls off as \(1/k^2\) at large \(|k|\) and is bounded near \(k=0\), so the integral converges absolutely.

```lean
/-- For `q > 0` the weighted Coulomb kernel is integrable over the normal wavenumber. -/
theorem integrable_sheetIntegrand {q : ℝ} (hq : 0 < q) :
    Integrable (fun k : ℝ => sheetIntegrand q k) := by
  have h := (integrable_inv_one_add_sq.comp_div hq.ne').const_mul (2 / q ^ 2)
  exact h.congr (Eventually.of_forall fun k => (sheetIntegrand_eq hq k).symm)
```

Lean obtains this from the integrability of \(1/(1+y^2)\), which survives rescaling of the variable and multiplication by a constant.

Now substitute \(k=qy\), \(dk=q\,dy\):

\[
v(q)=\frac{2}{q^2}\,q\int_{-\infty}^{\infty}\frac{dy}{1+y^2}=\frac{2}{q}\,\pi=\frac{2\pi}{q}.
\]

```lean
/-- For `q > 0` the Coulomb kernel of a thin sheet is `2π/q`. -/
theorem sheetKernel_eq {q : ℝ} (hq : 0 < q) : sheetKernel q = 2 * π / q := by
  -- rescaling the normal wavenumber by `q`
  have h : ∫ k : ℝ, (1 + (k / q) ^ 2)⁻¹ = |q| • ∫ y : ℝ, (1 + y ^ 2)⁻¹ :=
    Measure.integral_comp_div (fun y : ℝ => (1 + y ^ 2)⁻¹) q
  unfold sheetKernel
  simp_rw [sheetIntegrand_eq hq]
  rw [integral_const_mul, h, integral_univ_inv_one_add_sq, abs_of_pos hq, smul_eq_mul]
  field_simp
```

The substitution is the equation `h`. It carries a factor \(|q|\), since it holds for either sign of \(q\), and `abs_of_pos` replaces this by \(q\). The value \(\pi\) of the remaining integral comes from Mathlib.

If only the normal wavenumbers between \(-K\) and \(K\) are kept, with \(K>0\), the same substitution gives

\[
\int_{-K}^{K}\frac{1}{2\pi}\,\frac{4\pi}{q^2+k^2}\,dk
=\frac{2}{q}\left[\arctan\frac{K}{q}-\arctan\left(-\frac{K}{q}\right)\right]
=\frac{4}{q}\arctan\frac{K}{q}.
\]

At \(K=q\) this is \(\pi/q\), half of the full kernel.

```lean
/-- For `q > 0`, the weighted Coulomb kernel integrated over `k` from `-K` to `K` is
`(4/q) arctan (K/q)`. -/
theorem truncated_sheetKernel {q : ℝ} (hq : 0 < q) (K : ℝ) :
    ∫ k in (-K)..K, sheetIntegrand q k = 4 / q * Real.arctan (K / q) := by
  have h : ∫ k in (-K)..K, (1 + (k / q) ^ 2)⁻¹
      = q • ∫ y in (-K / q)..(K / q), (1 + y ^ 2)⁻¹ :=
    intervalIntegral.integral_comp_div (fun y : ℝ => (1 + y ^ 2)⁻¹) hq.ne'
  simp_rw [sheetIntegrand_eq hq]
  rw [intervalIntegral.integral_const_mul, h, integral_inv_one_add_sq, neg_div,
    Real.arctan_neg, smul_eq_mul]
  have hc : 2 / q ^ 2 * q = 2 / q := by field_simp
  linear_combination (2 * Real.arctan (K / q)) * hc
```

The proof uses the rescaling rule for integrals over an interval and the oddness of the arctangent. The last two lines cancel one factor of \(q\).

## Dielectric eigenvalues of the harmonics

Let the sheet have period \(L>0\) along one in-plane direction. The waves along that direction have \(q=2\pi m/L\) with \(m=1,2,3,\dots\), and

\[
\varepsilon_m=1+D\,\frac{2\pi}{2\pi m/L}=1+\frac{DL}{m}.
\]

The component \(m=0\), a net charge on the sheet, is excluded. This evaluation places no condition on the sign of \(D\).

```lean
/-- On a sheet of period `L > 0` with density of states `D`, the harmonic `q = 2πm/L`,
`m ≥ 1`, has dielectric eigenvalue `1 + DL/m`. -/
theorem sheetDielectric_harmonic (D : ℝ) {L : ℝ} (hL : 0 < L) {m : ℕ} (hm : 1 ≤ m) :
    sheetDielectric D (2 * π * (m : ℝ) / L) = 1 + D * L / (m : ℝ) := by
  have hm' : (0 : ℝ) < m := by exact_mod_cast hm
  have h : 2 * π / (2 * π * (m : ℝ) / L) = L / m := by field_simp
  unfold sheetDielectric
  rw [sheetKernel_eq (by positivity), h, mul_div_assoc]
```

The longest wave, \(m=1\), has \(q=2\pi/L\) and eigenvalue \(1+DL\).

```lean
/-- At `q = 2π/L` with `L > 0`, a sheet with density of states `D` has dielectric
eigenvalue `1 + DL`. -/
theorem sheetDielectric_eq (D : ℝ) {L : ℝ} (hL : 0 < L) :
    sheetDielectric D (2 * π / L) = 1 + D * L := by
  have h := sheetDielectric_harmonic D hL (le_refl 1)
  rwa [Nat.cast_one, mul_one, div_one] at h
```

For \(D>0\) this is the largest of the \(\varepsilon_m\), and it grows linearly with the period.

## How an error changes in one mixing step

Write \(\varepsilon\) for \(\varepsilon(q)\) and assume \(\varepsilon\neq0\). The self-consistency equation reads \(D\,v(q)\,x=-\varepsilon n^*\). Inserting it into the mixing step gives

\[
n+\beta\bigl(-D\,v(q)(n+x)-n\bigr)=n-\beta\bigl(\varepsilon n+D\,v(q)\,x\bigr)=n-\beta\varepsilon\,(n-n^*).
\]

Subtracting \(n^*\) shows that the deviation is multiplied by \(1-\beta\varepsilon\). If \(n_j\) is the density after \(j\) steps from the start \(n_0\), then

\[
n_j-n^*=(1-\beta\varepsilon)^j\,(n_0-n^*),\qquad j=0,1,2,\dots
\]

The dielectric eigenvalue thus emerges from the iteration itself.

```lean
/-- If the dielectric eigenvalue `ε` is nonzero, `j` mixing steps multiply the deviation from
the screening density by `(1 - βε)^j`. -/
theorem mixing_error {D q : ℝ} (hε : sheetDielectric D q ≠ 0) (x β n₀ : ℝ) (j : ℕ) :
    (mixStep D q x β)^[j] n₀ - screeningDensity D q x
      = (1 - β * sheetDielectric D q) ^ j * (n₀ - screeningDensity D q x) := by
  -- the screening density solves the self-consistency equation
  have hs : sheetDielectric D q * screeningDensity D q x = -(D * (sheetKernel q * x)) := by
    rw [mul_comm]
    exact div_mul_cancel₀ _ hε
  have step : ∀ n, mixStep D q x β n - screeningDensity D q x
      = (1 - β * sheetDielectric D q) * (n - screeningDensity D q x) := by
    intro n
    unfold sheetDielectric at hs ⊢
    unfold mixStep outputDensity
    linear_combination (-β) * hs
  induction j with
  | zero => simp
  | succ j ih =>
    rw [Function.iterate_succ_apply', step, ih, pow_succ]
    ring
```

In the statement, `(mixStep D q x β)^[j] n₀` is the density \(n_j\). Inside the proof, `hs` is the self-consistency equation and `step` is the one-step calculation above, with `linear_combination` inserting `hs` with the factor \(-\beta\). Induction on \(j\) supplies the power.

## The admissible mixing parameters

Let \(D>0\) and \(L>0\). The final theorem says that two conditions on a real number \(\beta\) are equivalent. The first is that, for every harmonic \(m\ge1\), every external charge \(x\) and every start \(n_0\), the iterates converge to the screening density of that harmonic. The second is

\[
0<\beta<\frac{2}{1+DL}.
\]

Suppose first that the iteration always converges. Take \(m=1\), \(x=0\) and \(n_0=1\). Then \(n^*=0\), and the iterates are \((1-\beta(1+DL))^j\). They tend to zero only if

\[
|1-\beta(1+DL)|<1,
\]

which is the same as \(0<\beta(1+DL)<2\). Dividing by the positive number \(1+DL\) gives the stated range.

Conversely, let \(\beta\) lie in that range. Since \(m\ge1\), we have \(0<\varepsilon_m\le1+DL\), and therefore

\[
0<\beta\varepsilon_m\le\beta(1+DL)<2 .
\]

Hence \(|1-\beta\varepsilon_m|<1\), the powers \((1-\beta\varepsilon_m)^j\) tend to zero, and \(n_j\to n^*\) for any \(x\) and \(n_0\).

```lean
/-- On a sheet of period `L > 0` with density of states `D > 0`, simple mixing converges to the
screening density for every harmonic `m ≥ 1`, external charge and starting density exactly when
`0 < β < 2/(1 + DL)`. -/
theorem mixing_converges_iff {D L : ℝ} (hD : 0 < D) (hL : 0 < L) (β : ℝ) :
    (∀ m : ℕ, 1 ≤ m → ∀ x n₀ : ℝ,
      Tendsto (fun j : ℕ => (mixStep D (2 * π * (m : ℝ) / L) x β)^[j] n₀) atTop
        (𝓝 (screeningDensity D (2 * π * (m : ℝ) / L) x)))
      ↔ 0 < β ∧ β < 2 / (1 + D * L) := by
  have hP : 0 < 1 + D * L := by positivity
  constructor
  · intro h
    -- test the longest wave, without external charge
    have h1 := h 1 le_rfl 0 1
    have hs : screeningDensity D (2 * π * ((1 : ℕ) : ℝ) / L) 0 = 0 := by
      simp [screeningDensity]
    have heps : sheetDielectric D (2 * π * ((1 : ℕ) : ℝ) / L) = 1 + D * L := by
      rw [sheetDielectric_harmonic D hL le_rfl, Nat.cast_one, div_one]
    rw [hs] at h1
    have h2 : Tendsto (fun j : ℕ => (1 - β * (1 + D * L)) ^ j) atTop (𝓝 0) := by
      refine h1.congr fun j => ?_
      have e := mixing_error (heps.trans_ne hP.ne') 0 β 1 j
      rw [hs, heps] at e
      linear_combination e
    rw [tendsto_pow_atTop_nhds_zero_iff, abs_lt] at h2
    obtain ⟨hlo, hhi⟩ := h2
    constructor
    · by_contra hb
      have := mul_nonneg (neg_nonneg.mpr (not_lt.mp hb)) hP.le
      linarith
    · rw [lt_div_iff₀ hP]
      linarith
  · rintro ⟨hβ, hβ2⟩ m hm x n₀
    rw [lt_div_iff₀ hP] at hβ2
    have hm1 : (1 : ℝ) ≤ m := by exact_mod_cast hm
    have hm0 : (0 : ℝ) < m := by linarith
    have heps := sheetDielectric_harmonic D hL hm
    have hpos : 0 < sheetDielectric D (2 * π * (m : ℝ) / L) := by
      rw [heps]
      positivity
    -- no harmonic is screened more strongly than the longest wave
    have hle : sheetDielectric D (2 * π * (m : ℝ) / L) ≤ 1 + D * L := by
      rw [heps]
      have := div_le_self (mul_pos hD hL).le hm1
      linarith
    have hr : |1 - β * sheetDielectric D (2 * π * (m : ℝ) / L)| < 1 := by
      have ha := mul_pos hβ hpos
      have hb := mul_le_mul_of_nonneg_left hle hβ.le
      rw [abs_lt]
      constructor <;> linarith
    have h1 := ((tendsto_pow_atTop_nhds_zero_iff.mpr hr).mul_const
      (n₀ - screeningDensity D (2 * π * (m : ℝ) / L) x)).add_const
      (screeningDensity D (2 * π * (m : ℝ) / L) x)
    rw [zero_mul, zero_add] at h1
    refine h1.congr fun j => ?_
    linear_combination -(mixing_error hpos.ne' x β n₀ j)

end

end SheetChargeSloshing
```

Convergence is expressed by `Tendsto … atTop (𝓝 …)`, the limit as the number of steps grows. Both directions use `tendsto_pow_atTop_nhds_zero_iff`, which says that the powers of a number tend to zero exactly when its absolute value is below one. In the first direction, `h1` is the convergence of the test wave and `h2` rewrites it as a statement about powers. In the second, `hle` is the comparison with the longest wave and `hr` is the bound on the error factor.

```lean
#print axioms SheetChargeSloshing.sheetKernel_eq
#print axioms SheetChargeSloshing.truncated_sheetKernel
#print axioms SheetChargeSloshing.sheetDielectric_eq
#print axioms SheetChargeSloshing.mixing_converges_iff
```

```
'SheetChargeSloshing.sheetKernel_eq' depends on axioms: [propext, Classical.choice, Quot.sound]
'SheetChargeSloshing.truncated_sheetKernel' depends on axioms: [propext, Classical.choice, Quot.sound]
'SheetChargeSloshing.sheetDielectric_eq' depends on axioms: [propext, Classical.choice, Quot.sound]
'SheetChargeSloshing.mixing_converges_iff' depends on axioms: [propext, Classical.choice, Quot.sound]
```

## What the bound says about metal sheets

For a sheet with constant linear response and uncoupled harmonics, the upper limit on the mixing parameter falls roughly as \(1/L\) once \(DL\) is large. With \(DL=99\), for example, \(\beta\) must stay below \(0.02\). This is the sheet version of the slowdown that simple mixing shows in self-consistent calculations on large metallic cells.

The model replaces a real slab by a plane, and the slab's actual density response by the single number \(-D\) at each wavenumber. A real slab has finite thickness, its response depends on \(q\), and its atomic structure couples different waves. The potential in the model is purely electrostatic, without exchange and correlation. If a calculation repeats the slab along the normal with spacing \(c\) and does not cut off the Coulomb interaction between the copies, a sum over discrete \(k\) takes the place of the integral. When \(L\) is much longer than \(c\), the term \(k=0\) dominates that sum, and at fixed \(c\) the bound then falls as \(1/L^2\) for long \(L\), as in the bulk.

## A negative density of states

A density of states is never negative, so this case tests the hypothesis \(D>0\) and does not describe a physical sheet. The convergence criterion fails when \(D<0\) and \(1+DL>0\). Take \(L=1\) and \(D=-1/2\). The longest wave has eigenvalue \(1/2\), so the criterion would admit every \(\beta\) between \(0\) and \(4\). But the second harmonic has eigenvalue \(3/4\), and at \(\beta=3\) its error factor is \(1-9/4=-5/4\), so its error grows. With negative \(D\) the longest wave has the smallest eigenvalue and no longer sets the limit. The value \(D=0\) does no harm: all eigenvalues are then \(1\), and the range is \(0<\beta<2\).

## The same argument in the bulk

For a bulk metal with density of states \(D_3>0\) per unit volume, the kernel is \(4\pi/q^2\), and the harmonics of a cell of length \(L\) have eigenvalues

\[
1+D_3\,\frac{4\pi}{(2\pi m/L)^2}=1+\frac{D_3L^2}{\pi m^2}.
\]

These also decrease with \(m\), so the same reasoning leads to the range \(0<\beta<2/(1+D_3L^2/\pi)\). The bound now falls as \(1/L^2\) for long cells, compared with \(1/L\) for the sheet.
